# Static polarizability of a 2×2 response kernel: 1/2 in a one-vector basis, 2/3 exactly

The declaration `two_level_example` compares two values of a static polarizability, taken with unit prefactor, for the response kernel A with rows (2, 1) and (1, 2) and the perturbation b = (1, 0). The exact value b\*A⁻¹b is 2/3, while restricting the response to the basis V consisting of the first basis vector alone gives b\*V(V\*AV)⁻¹V\*b = 1/2. The proof first finds the inverses of the projected kernel (`hK`) and the full kernel (`hA`), checking each by multiplication. It then unfolds the definitions, substitutes these inverses and evaluates the sums.

The first attempt, which Lean rejects:

```lean
import Mathlib

open Matrix
open scoped ComplexOrder

namespace BasisPolarizability

noncomputable section

variable {n m k : Type*} [Fintype n] [DecidableEq n] [Fintype m] [DecidableEq m]
  [Fintype k] [DecidableEq k]

/-- The static response `A⁻¹ b` of a system with invertible response kernel `A` to the
perturbation `b`. -/
def response (A : Matrix n n ℂ) (b : n → ℂ) : n → ℂ := A⁻¹ *ᵥ b

/-- The static polarizability `b* A⁻¹ b`, with unit prefactor, for an invertible kernel `A`. -/
def staticPolarizability (A : Matrix n n ℂ) (b : n → ℂ) : ℂ := star b ⬝ᵥ response A b

/-- The response `V (V* A V)⁻¹ V* b` computed in the basis formed by the columns of `V`,
for an invertible projected kernel `V* A V`. -/
def basisResponse (A : Matrix n n ℂ) (V : Matrix n m ℂ) (b : n → ℂ) : n → ℂ :=
  V *ᵥ response (Vᴴ * A * V) (Vᴴ *ᵥ b)

/-- The static polarizability `b* V (V* A V)⁻¹ V* b` computed in the basis formed by the
columns of `V`, for an invertible projected kernel `V* A V`. -/
def basisPolarizability (A : Matrix n n ℂ) (V : Matrix n m ℂ) (b : n → ℂ) : ℂ :=
  star b ⬝ᵥ basisResponse A V b

/-- For the kernel with rows `(2, 1)` and `(1, 2)` and a perturbation along the first basis
vector, the basis consisting of that vector alone gives `1/2`, while the exact value is `2/3`. -/
theorem two_level_example :
    basisPolarizability !![2, 1; 1, 2] (!![1; 0] : Matrix (Fin 2) (Fin 1) ℂ) ![1, 0] = 1 / 2 ∧
      staticPolarizability (!![2, 1; 1, 2] : Matrix (Fin 2) (Fin 2) ℂ) ![1, 0] = 2 / 3 := by
  have hK : ((!![1; 0] : Matrix (Fin 2) (Fin 1) ℂ)ᴴ * !![2, 1; 1, 2] *
      (!![1; 0] : Matrix (Fin 2) (Fin 1) ℂ))⁻¹ = !![1 / 2] := by
    apply Matrix.inv_eq_right_inv
    ext i j
    fin_cases i
    fin_cases j
    norm_num [Matrix.mul_apply, Fin.sum_univ_succ]
  have hA : (!![2, 1; 1, 2] : Matrix (Fin 2) (Fin 2) ℂ)⁻¹ =
      !![2 / 3, -1 / 3; -1 / 3, 2 / 3] := by
    apply Matrix.inv_eq_right_inv
    ext i j
    fin_cases i <;> fin_cases j <;> norm_num [Matrix.mul_apply, Fin.sum_univ_succ]
  constructor
  · simp only [basisPolarizability, basisResponse, response]
    rw [hK]
    norm_num [Matrix.mulVec, dotProduct, Fin.sum_univ_succ]
  · simp only [staticPolarizability, response]
    rw [hA]
    norm_num [Matrix.mulVec, dotProduct, Fin.sum_univ_succ]

end

end BasisPolarizability
```

Messages:

```
Main.lean:35:13: error(lean.synthInstanceFailed): failed to synthesize instance of type class
  HMul (Matrix (Fin 1) (Fin 2) ℂ) (Matrix (Fin 2) (Fin 2) ℕ) ?m.222

Hint: Type class instance resolution failures can be inspected with the `set_option trace.Meta.synthInstance true` command.
Main.lean:36:62: error: unsolved goals
case «0».«0»
⊢ (!![1; 0]ᴴ * !![2, 1; 1, 2] * !![1; 0]) 0 0 * (1 / 2) = 1
Main.lean:48:4: error: `simp` made no progress
Main.lean:52:8: error(lean.unknownIdentifier): Unknown identifier `hA`
```

In `hK`, the middle literal `!![2, 1; 1, 2]` has no type ascription. Matrix multiplication is heterogeneous, so the complex factor beside it does not fix its entry type, and the numerals default to `ℕ`. The first message says that Lean finds no product of a complex matrix with a natural-number one.

The second message follows: `norm_num` expands the outer product with `!![1 / 2]`, but the products inside the projected kernel lack a usable multiplication, so their entry cannot be evaluated.

The last two messages show the later tactics working on the wrong goals. Had `constructor` split the intended conjunction, `hA` would be available in both parts. This fits the missing multiplication instance having been left as an extra goal ahead of the main one.

The diff ascribes `Matrix (Fin 2) (Fin 2) ℂ` to the literal, so the product is well typed and the rest of the proof runs unchanged. The new line break is only layout.

The repair, with which the file compiles:

```diff
@@ -33,5 +33,6 @@
     basisPolarizability !![2, 1; 1, 2] (!![1; 0] : Matrix (Fin 2) (Fin 1) ℂ) ![1, 0] = 1 / 2 ∧
       staticPolarizability (!![2, 1; 1, 2] : Matrix (Fin 2) (Fin 2) ℂ) ![1, 0] = 2 / 3 := by
-  have hK : ((!![1; 0] : Matrix (Fin 2) (Fin 1) ℂ)ᴴ * !![2, 1; 1, 2] *
+  have hK : ((!![1; 0] : Matrix (Fin 2) (Fin 1) ℂ)ᴴ *
+      (!![2, 1; 1, 2] : Matrix (Fin 2) (Fin 2) ℂ) *
       (!![1; 0] : Matrix (Fin 2) (Fin 1) ℂ))⁻¹ = !![1 / 2] := by
     apply Matrix.inv_eq_right_inv
```
